# For non-interacting electrons, the density matrix at second order in the field gives the Raman coefficient of every displacement with a field-independent perturbation

Let $A(t)$ be a one-particle density matrix and $H(t)$ a Hamiltonian, both finite square matrices whose entries are formal power series in a field strength $t$. A displacement parameter $m$ with $m^2=0$ changes them to $P=A+mB$ and $H+mW$, and the energy is $\mathrm{Tr}\,(P(H+mW))$.

```lean
import Mathlib

open Matrix

namespace RamanSecondOrderDensity

noncomputable section

variable {n R K : Type*} [Fintype n] [DecidableEq n] [CommRing R] [CommRing K]

/-- The matrix `A + m B`, where the displacement parameter `m` satisfies `m² = 0`. -/
def firstOrder (A B : Matrix n n R) : Matrix n n (DualNumber R) :=
  Matrix.of fun i j => TrivSqZeroExt.inl (A i j) + TrivSqZeroExt.inr (B i j)

/-- The coefficient of `m` in the energy `Tr((A + m B)(H + m W))`. -/
def energySlope (A B H W : Matrix n n R) : R :=
  TrivSqZeroExt.snd (Matrix.trace (firstOrder A B * firstOrder H W))

/-- The coefficient of `t ^ k` in a matrix that depends on the field strength `t`. -/
def fieldOrder (k : ℕ) (M : Matrix n n (PowerSeries K)) : Matrix n n K :=
  Matrix.of fun i j => PowerSeries.coeff k (M i j)

/-- A matrix that does not depend on the field strength, read as a power series. -/
def constant (W : Matrix n n K) : Matrix n n (PowerSeries K) :=
  Matrix.of fun i j => PowerSeries.C (W i j)

omit [DecidableEq n] in
/-- Product rule: `(A + m B)(C + m D) = AC + m (AD + BC)`. -/
theorem firstOrder_mul (A B C D : Matrix n n R) :
    firstOrder A B * firstOrder C D = firstOrder (A * C) (A * D + B * C) := by
  refine Matrix.ext fun i j => TrivSqZeroExt.ext ?_ ?_
  · simp [firstOrder, Matrix.mul_apply, TrivSqZeroExt.fst_sum]
  · simp [firstOrder, Matrix.mul_apply, TrivSqZeroExt.snd_sum, Finset.sum_add_distrib,
      mul_comm]

omit [DecidableEq n] in
/-- `A + m B` is idempotent modulo `m²` exactly when `A` is idempotent and
`AB + BA = B`. -/
theorem idempotent_iff (A B : Matrix n n R) :
    firstOrder A B * firstOrder A B = firstOrder A B ↔
      A * A = A ∧ A * B + B * A = B := by
  rw [firstOrder_mul]
  constructor
  · intro h
    constructor
    · refine Matrix.ext fun i j => ?_
      have h' := congrArg (fun M => TrivSqZeroExt.fst (M i j)) h
      simpa [firstOrder] using h'
    · refine Matrix.ext fun i j => ?_
      have h' := congrArg (fun M => TrivSqZeroExt.snd (M i j)) h
      simpa [firstOrder] using h'
  · rintro ⟨h₁, h₂⟩
    rw [h₁, h₂]

/-- If `A` is idempotent and commutes with `H`, every first-order response `B` with `AB + BA = B`
leaves the energy unchanged to first order: `Tr(BH) = 0`. -/
theorem trace_response_eq_zero {A B H : Matrix n n R} (hA : A * A = A)
    (hB : A * B + B * A = B) (hH : A * H = H * A) : Matrix.trace (B * H) = 0 := by
  -- the response has no block inside the occupied space
  have hABA : A * B * A = 0 := by
    calc A * B * A = A * (A * B + B * A) - A * A * B := by noncomm_ring
      _ = 0 := by rw [hB, hA, sub_self]
  have h₁ : Matrix.trace (A * B * H) = 0 := by
    calc Matrix.trace (A * B * H) = Matrix.trace (A * (A * B * H)) := by
          rw [← mul_assoc, ← mul_assoc, hA]
      _ = Matrix.trace (A * B * H * A) := Matrix.trace_mul_comm _ _
      _ = Matrix.trace (A * B * A * H) := by
          rw [mul_assoc (A * B) H A, ← hH, ← mul_assoc]
      _ = 0 := by rw [hABA, zero_mul, Matrix.trace_zero]
  have h₂ : Matrix.trace (B * A * H) = 0 := by
    rw [mul_assoc, hH, ← mul_assoc, Matrix.trace_mul_comm, ← mul_assoc, h₁]
  calc Matrix.trace (B * H) = Matrix.trace ((A * B + B * A) * H) := by rw [hB]
    _ = 0 := by rw [add_mul, Matrix.trace_add, h₁, h₂, add_zero]

/-- For idempotent `A`, the energy is stationary under all responses `B` with
`AB + BA = B` exactly when `A` commutes with `H`. -/
theorem stationary_iff_commute {A H : Matrix n n R} (hA : A * A = A) :
    (∀ B, A * B + B * A = B → Matrix.trace (B * H) = 0) ↔ A * H = H * A := by
  refine ⟨fun h => ?_, fun hH B hB => trace_response_eq_zero hA hB hH⟩
  obtain ⟨Q, hQ⟩ : ∃ Q, Q = 1 - A := ⟨_, rfl⟩
  have hAQ : A * Q = 0 := by rw [hQ, mul_sub, mul_one, hA, sub_self]
  have hQA : Q * A = 0 := by rw [hQ, sub_mul, one_mul, hA, sub_self]
  -- test with responses that mix occupied and empty states
  have hM : Q * H * A + A * H * Q = 0 := by
    refine Matrix.ext_iff_trace_mul_left.2 fun X => ?_
    have hX := h (A * X * Q + Q * X * A) (by
      calc A * (A * X * Q + Q * X * A) + (A * X * Q + Q * X * A) * A
          = (A * A) * X * Q + (A * Q) * X * A + A * X * (Q * A) + Q * X * (A * A) := by
            noncomm_ring
        _ = A * X * Q + Q * X * A := by
            rw [hA, hAQ, hQA]
            simp only [zero_mul, mul_zero, add_zero])
    have e₁ : Matrix.trace (A * X * Q * H) = Matrix.trace (X * (Q * H * A)) := by
      rw [show A * X * Q * H = A * (X * Q * H) by simp only [mul_assoc],
        Matrix.trace_mul_comm]
      simp only [mul_assoc]
    have e₂ : Matrix.trace (Q * X * A * H) = Matrix.trace (X * (A * H * Q)) := by
      rw [show Q * X * A * H = Q * (X * A * H) by simp only [mul_assoc],
        Matrix.trace_mul_comm]
      simp only [mul_assoc]
    rw [add_mul, Matrix.trace_add, e₁, e₂] at hX
    rw [mul_add, Matrix.trace_add, hX, mul_zero, Matrix.trace_zero]
  -- both off-diagonal blocks of the Hamiltonian vanish
  have h₁ : A * H * Q = 0 := by
    calc A * H * Q = (A * A) * H * Q + (A * Q) * H * A := by
          rw [hA, hAQ, zero_mul, zero_mul, add_zero]
      _ = A * (Q * H * A + A * H * Q) := by noncomm_ring
      _ = 0 := by rw [hM, mul_zero]
  have h₂ : Q * H * A = 0 := by rwa [h₁, add_zero] at hM
  rw [hQ, mul_sub, mul_one, sub_eq_zero] at h₁
  rw [hQ, sub_mul, sub_mul, one_mul, sub_eq_zero] at h₂
  rw [h₁, h₂]

/-- If `A + m B` is idempotent modulo `m²` and `A` commutes with `H`, the coefficient
of `m` in `Tr((A + m B)(H + m W))` is `Tr(AW)`. -/
theorem energySlope_eq {A B H : Matrix n n R} (W : Matrix n n R)
    (hP : firstOrder A B * firstOrder A B = firstOrder A B) (hH : A * H = H * A) :
    energySlope A B H W = Matrix.trace (A * W) := by
  obtain ⟨hA, hB⟩ := (idempotent_iff A B).1 hP
  have h : energySlope A B H W = Matrix.trace (A * W + B * H) := by
    rw [energySlope, firstOrder_mul]
    simp [Matrix.trace, firstOrder, TrivSqZeroExt.snd_sum]
  rw [h, Matrix.trace_add, trace_response_eq_zero hA hB hH, add_zero]

/-- For a field-independent `W`, with `A + m B` idempotent modulo `m²` and `A` commuting
with `H`, the energy coefficient of `m t ^ k` is `Tr(A_k W)`; `k = 2` is the Raman case. -/
theorem raman_coefficient {A B H : Matrix n n (PowerSeries K)} (W : Matrix n n K) (k : ℕ)
    (hP : firstOrder A B * firstOrder A B = firstOrder A B) (hH : A * H = H * A) :
    PowerSeries.coeff k (energySlope A B H (constant W)) =
      Matrix.trace (fieldOrder k A * W) := by
  rw [energySlope_eq _ hP hH]
  simp [Matrix.trace, Matrix.mul_apply, fieldOrder, constant, map_sum,
    PowerSeries.coeff_mul_C]

/-- For idempotent `A` commuting with `H`, a matrix `D` gives the coefficient of `m t²` as
`Tr(DW)` for all constant `W` and all admissible responses exactly when `D = A_2`. -/
theorem second_order_density_unique {A H : Matrix n n (PowerSeries K)} (D : Matrix n n K)
    (hA : A * A = A) (hH : A * H = H * A) :
    (∀ W B, firstOrder A B * firstOrder A B = firstOrder A B →
      PowerSeries.coeff 2 (energySlope A B H (constant W)) = Matrix.trace (D * W)) ↔
      D = fieldOrder 2 A := by
  constructor
  · intro h
    refine Matrix.ext_iff_trace_mul_right.2 fun W => ?_
    have h0 : firstOrder A 0 * firstOrder A 0 = firstOrder A 0 :=
      (idempotent_iff A 0).2 ⟨hA, by rw [mul_zero, zero_mul, add_zero]⟩
    rw [← h W 0 h0, raman_coefficient W 2 h0 hH]
  · rintro rfl W B hP
    exact raman_coefficient W 2 hP hH

/-- A two-level Hamiltonian with coupling `t`, an explicit field-dependent projector `A`
and a nonzero response `B` satisfy the hypotheses of `raman_coefficient`. -/
theorem raman_coefficient_witness :
    let t : PowerSeries ℝ := PowerSeries.X
    let u : PowerSeries ℝ := (1 + t ^ 2)⁻¹
    let A := u • !![1, -t; -t, t ^ 2]
    let B := u • !![2 * t, 1 - t ^ 2; 1 - t ^ 2, -2 * t]
    let H := !![0, t; t, 1 - t ^ 2]
    firstOrder A B * firstOrder A B = firstOrder A B ∧ A * H = H * A := by
  intro t u A B H
  have hu : u * (1 + t ^ 2) = 1 := PowerSeries.inv_mul_cancel _ (by simp [t])
  have h₁ : !![1, -t; -t, t ^ 2] * !![1, -t; -t, t ^ 2] =
      (1 + t ^ 2) • !![1, -t; -t, t ^ 2] := by
    refine Matrix.ext fun i j => ?_
    fin_cases i <;> fin_cases j <;> simp [Matrix.mul_apply, Fin.sum_univ_two] <;> ring
  have h₂ : !![1, -t; -t, t ^ 2] * !![2 * t, 1 - t ^ 2; 1 - t ^ 2, -2 * t] +
      !![2 * t, 1 - t ^ 2; 1 - t ^ 2, -2 * t] * !![1, -t; -t, t ^ 2] =
      (1 + t ^ 2) • !![2 * t, 1 - t ^ 2; 1 - t ^ 2, -2 * t] := by
    refine Matrix.ext fun i j => ?_
    fin_cases i <;> fin_cases j <;> simp <;> ring
  have h₃ : !![1, -t; -t, t ^ 2] * !![0, t; t, 1 - t ^ 2] =
      !![0, t; t, 1 - t ^ 2] * !![1, -t; -t, t ^ 2] := by
    refine Matrix.ext fun i j => ?_
    fin_cases i <;> fin_cases j <;> simp [Matrix.mul_apply, Fin.sum_univ_two] <;> ring
  refine ⟨(idempotent_iff _ _).2 ⟨?_, ?_⟩, ?_⟩
  · simp only [A, Matrix.smul_mul, Matrix.mul_smul]
    rw [h₁, smul_smul u (1 + t ^ 2), hu, one_smul]
  · simp only [A, B, Matrix.smul_mul, Matrix.mul_smul]
    rw [← smul_add, ← smul_add, h₂, smul_smul u (1 + t ^ 2), hu, one_smul]
  · simp only [A, H, Matrix.smul_mul, Matrix.mul_smul]
    rw [h₃]

end

end RamanSecondOrderDensity
```

```lean
#print axioms RamanSecondOrderDensity.stationary_iff_commute
#print axioms RamanSecondOrderDensity.second_order_density_unique
```

```
'RamanSecondOrderDensity.stationary_iff_commute' depends on axioms: [propext, Classical.choice, Quot.sound]
'RamanSecondOrderDensity.second_order_density_unique' depends on axioms: [propext, Classical.choice, Quot.sound]
```

## Two parameters, two kinds of series

The field and the displacement are treated differently. The field keeps all its orders: an entry of $A$ is a `PowerSeries K`, and `fieldOrder k A` is the matrix $A_k$ in $A=\sum_k A_k t^k$. The displacement is kept to first order only. `firstOrder A B` is $A+mB$ with entries in the dual numbers, where $m^2=0$ holds identically, so the equation $P^2=P$ there means idempotency modulo $m^2$. `energySlope A B H W` is the coefficient of $m$ in the energy.

The matrix $W$ is the derivative of the Hamiltonian along the displacement. The lemma `energySlope_eq` allows it to depend on $t$; `constant W` marks the case in which it does not.

The main theorem, `raman_coefficient`, has two hypotheses:

- `hP` says that $A+mB$ is idempotent modulo $m^2$. Physically, the orbitals remain fully occupied or empty as the atoms move.
- `hH` says that $AH=HA$ at every order in $t$. This is the stationarity condition of the undisplaced system in the field: $A$ projects onto a subspace that $H$ leaves invariant.

Write $[m\,t^k]$ for the coefficient of $m\,t^k$. The conclusion, for constant $W$ and every $k$, is

$$[m\,t^k]\;\mathrm{Tr}\,\big((A+mB)(H+mW)\big)=\mathrm{Tr}(A_kW).$$

The response $B$ is absent from the right-hand side. It need not even be the response that $W$ would actually cause; any $B$ compatible with idempotency gives the same slope.

For $k=2$ this is the Raman coefficient of the title. If the energy in a static field is written up to second order as $E=E_0-\mu t-\tfrac12\alpha t^2$, with dipole moment $\mu$ and polarisability $\alpha$, the coefficient of $m\,t^2$ is $-\tfrac12\,\partial\alpha/\partial m$. The derivative $\partial\alpha/\partial m$ governs non-resonant Raman scattering. With a single parameter $t$, only the component of $\alpha$ along one fixed field direction is covered.

## Why the response drops out

**Idempotency to first order.** Since $m^2=0$,

$$(A+mB)^2=A^2+m(AB+BA).$$

Comparing with $A+mB$ gives $A^2=A$ and $AB+BA=B$. In Lean, `firstOrder_mul` is the product rule and `idempotent_iff` compares the two components.

**No change within the occupied space.** Multiply $AB+BA=B$ by $A$ from the left and use $A^2=A$:

$$AB+ABA=AB,\qquad\text{so}\qquad ABA=0.$$

**No first-order energy from the response.** By $A^2=A$, cyclicity of the trace and $HA=AH$,

$$\mathrm{Tr}(ABH)=\mathrm{Tr}(AABH)=\mathrm{Tr}(ABHA)=\mathrm{Tr}(ABAH)=0.$$

The other half reduces to this one:

$$\mathrm{Tr}(BAH)=\mathrm{Tr}(BHA)=\mathrm{Tr}(ABH)=0.$$

Adding the two and using $B=AB+BA$ gives $\mathrm{Tr}(BH)=0$. This is `trace_response_eq_zero`, whose proof follows the same steps.

**The slope.** The product rule gives

$$(A+mB)(H+mW)=AH+m(AW+BH).$$

The coefficient of $m$ in the trace is therefore $\mathrm{Tr}(AW)+\mathrm{Tr}(BH)=\mathrm{Tr}(AW)$, which is `energySlope_eq`. It is a Hellmann–Feynman relation for idempotent density matrices, valid at all orders in the field at once.

**The field order.** Write $\mathrm{Tr}(AW)=\sum_{ij}A_{ij}W_{ji}$. When $W_{ji}$ does not depend on $t$, the coefficient of $t^k$ in each term is $(A_k)_{ij}W_{ji}$, and the sum is $\mathrm{Tr}(A_kW)$. In the proof of `raman_coefficient`, `PowerSeries.coeff_mul_C` carries out this extraction.

## Stationarity is equivalent to commutation

For idempotent $A$, `stationary_iff_commute` states that $\mathrm{Tr}(BH)=0$ for every $B$ with $AB+BA=B$ exactly when $AH=HA$. One direction has just been shown. For the other, put $Q=1-A$, so that $AQ=QA=0$, and test with

$$B=AXQ+QXA$$

for an arbitrary matrix $X$. This mixes occupied and empty states, and it is admissible because $AB=AXQ$ and $BA=QXA$. Cyclicity turns the assumption into

$$0=\mathrm{Tr}(BH)=\mathrm{Tr}\big(X(QHA+AHQ)\big).$$

Since $X$ is arbitrary, $QHA+AHQ=0$; this is the step that uses `Matrix.ext_iff_trace_mul_left`. Multiplying from the left by $A$ leaves $AHQ=0$, and then $QHA=0$ as well. Written out, these say $AH=AHA$ and $HA=AHA$, hence $AH=HA$.

## Only one matrix does the job

Suppose that $A$ is idempotent and commutes with $H$. Then `second_order_density_unique` says that a $t$-independent matrix $D$ satisfies

$$[m\,t^2]\;\mathrm{Tr}\,\big((A+mB)(H+mW)\big)=\mathrm{Tr}(DW)$$

for all constant $W$ and all admissible $B$ exactly when $D=A_2$. That $A_2$ works is the main theorem at $k=2$. Conversely, the choice $B=0$ is admissible, so $\mathrm{Tr}(DW)=\mathrm{Tr}(A_2W)$ for every $W$, and a matrix is determined by its traces against all others.

For simulation practice this means that, in a finite non-interacting model with field-independent $W$, the second-order density matrix $A_2$ for one field direction can be computed once and then contracted with the perturbation of each atomic displacement.

## A two-level example and the single level

The theorem `raman_coefficient_witness` supplies a two-level model with real coefficients that meets both hypotheses:

$$H=\begin{pmatrix}0&t\\t&1-t^2\end{pmatrix},\qquad A=\frac{1}{1+t^2}\begin{pmatrix}1&-t\\-t&t^2\end{pmatrix}.$$

Here $A$ is the normalised projector onto $(1,-t)$, an eigenvector of $H$ with eigenvalue $-t^2$. Dipole coupling to a static field would give only the terms linear in $t$; the $-t^2$ in the upper level is an artificial addition that keeps the eigenvector simple, and leaving it out would not change $A_2$. The accompanying nonzero $B$ mixes $(1,-t)$ with the orthogonal vector $(t,1)$. The Lean proof first checks the matrix identities without the prefactor, entry by entry with `fin_cases` and `ring`, and then restores the factor `u`, which stands for $1/(1+t^2)$. Expanding $A$ by hand gives

$$A_2=\begin{pmatrix}-1&0\\0&1\end{pmatrix},$$

so the Raman coefficient is $W_{22}-W_{11}$. It is nonzero when the displacement shifts the two levels by different amounts.

With a single level and real or complex coefficients, $A$ is one power series with $A^2=A$, which forces $A=0$ or $A=1$. Then $A_2=0$ and the Raman coefficient vanishes for every constant $W$: the field has no second state to mix in.

## What the model leaves out

The energy is $\mathrm{Tr}\,(P(H+mW))$, where neither $H$ nor $W$ depends on the density. Self-consistent density functional theory has Hartree and exchange-correlation terms, which make the energy nonlinear in $P$ and are not treated here. The basis is finite, orthonormal and fixed, so overlap derivatives from atom-centred functions do not appear. Such functions would also tend to make the dipole matrix elements depend on the displacement, and $W$ would then depend on $t$. In an orthonormal basis `energySlope_eq` also covers a $W$ that depends on $t$, but the $t^2$ coefficient of $\mathrm{Tr}(AW)$ then generally involves lower orders of $A$ too.

The power series are formal, so convergence at a finite field strength is not addressed. Neither Hermiticity nor lowest-energy occupation is assumed: the identities hold equally for a projector onto excited eigenstates. Each state in $A$ is counted once, and a spin-degenerate closed shell needs an additional factor of 2.
